# The periodic spread of finitely many point weights never exceeds their variance and falls short by at most a multiple of $1/L^2$

Put half of a normalised density at $x=a$ and half at $x=-a$, with $a>0$. The variance is $a^2$. In a periodic cell the value of $x^2$ depends on which periodic image is used, so a code can instead average a phase $e^{ibx}$ that has the period of the cell, with wave number $b>0$. Here that average is $z=\cos(ba)$, and the spread computed from it is

$$\frac{1-|z|^2}{b^2}=\frac{\sin^2(ba)}{b^2}\le a^2 .$$

For small $b$ the two numbers nearly agree. At $b=\pi/a$, which is a cell of length $2a$, the periodic spread is zero: the two points are periodic images of each other, and the phase cannot tell them apart.

The inequality extends to any finite set of probabilities $p_j\ge 0$, $\sum_j p_j=1$, at real positions $x_j$. Write

$$z=\sum_j p_j e^{ibx_j},\qquad \Omega_b=\frac{1-|z|^2}{b^2},\qquad \mu=\sum_j p_jx_j,\qquad \sigma^2=\sum_j p_j(x_j-\mu)^2 .$$

Then for every $b>0$

$$0\le \sigma^2-\Omega_b\le \frac{b^2}{24}\sum_{i,j}p_ip_j(x_i-x_j)^4 ,$$

and in a supercell of length $L$, where $b=2\pi/L$, the prefactor becomes $\pi^2/(6L^2)$.

## Wannier spreads from a single k-point

In a supercell calculation with only the Γ point, the spread of a localised orbital along one cell direction can be computed from the expectation value of $e^{2\pi i x/L}$. If the orbital's normalised density is represented by weights on a grid, that expectation value is $z$ and the bound applies to $\Omega_b$ in this one-dimensional, finite model. For that given density it says that $\Omega_b$ lies at or below the variance, and it puts a ceiling on the difference that can be computed from the same grid weights.

The bound is for the form $(1-|z|^2)/b^2$. A code that uses $-\ln|z|^2/b^2$ computes a larger number whenever $0<|z|<1$; for the two points above it exceeds even $a^2$ when $0<ba<\pi/2$.

## The error as a sum over pairs

Adding the squares of the real and imaginary parts of $z$ gives

$$|z|^2=\sum_{i,j}p_ip_j\left(\cos bx_i\cos bx_j+\sin bx_i\sin bx_j\right)=\sum_{i,j}p_ip_j\cos b(x_i-x_j).$$

For the variance, let $S=\sum_j p_jx_j^2$. For any real $c$, $\sum_j p_j(x_j-c)^2=S-2c\mu+c^2$. Setting $c=\mu$ gives $\sigma^2=S-\mu^2$. Setting $c=x_i$ and averaging over $i$ gives $S-2\mu^2+S=2\sigma^2$, so

$$\sigma^2=\tfrac12\sum_{i,j}p_ip_j(x_i-x_j)^2 .$$

Since $\sum_{i,j}p_ip_j=1$, with $\theta_{ij}=b(x_i-x_j)$ the difference is

$$\sigma^2-\Omega_b=\frac1{b^2}\sum_{i,j}p_ip_j\left(\cos\theta_{ij}-1+\frac{\theta_{ij}^2}{2}\right).$$

## Bounding the cosine remainder at every angle

The bracket is nonnegative because $\cos\theta=1-2\sin^2(\theta/2)\ge 1-\theta^2/2$.

For the upper bound, let $f(u)=\sin u-u+u^3/6$. Its derivative $\cos u-1+u^2/2$ is nonnegative and $f(0)=0$, so $\sin s\ge s-s^3/6$ for $s\ge0$. If $s^2\le3$, the right side is nonnegative and squaring gives

$$\sin^2 s\ge s^2-\frac{s^4}{3}+\frac{s^6}{36}\ge s^2-\frac{s^4}{3}.$$

If $s^2\ge3$, then $s^2-s^4/3\le0\le\sin^2s$. With $s=|\theta|/2$,

$$\cos\theta=1-2\sin^2 s\le1-\frac{\theta^2}{2}+\frac{\theta^4}{24}.$$

So each bracket lies between $0$ and $\theta_{ij}^4/24$. Multiplying by $p_ip_j\ge0$, summing and dividing by $b^2$ gives the stated bound.

When $\sigma^2>0$ the lower inequality is strict. Some pair then has $p_ip_j>0$ and $x_i\ne x_j$, and its bracket is positive. To see this for $\theta\neq0$, use $\cos\theta=2\cos^2(\theta/2)-1$. If $\theta^2\le8$, squaring $\cos(\theta/2)\ge1-\theta^2/8\ge0$ gives $\cos\theta\ge1-\theta^2/2+\theta^4/32$. If $\theta^2\ge8$, then $1-\theta^2/2\le-3<\cos\theta$. For a single point both spreads are zero.

## The Lean file

```lean
import Mathlib

open Finset

namespace PeriodicSpread

noncomputable section

variable {ι : Type*} [Fintype ι]

/-- The single-point overlap `z = ∑ p_j exp(i b x_j)` of weights `p` at positions `x`. -/
def overlap (p x : ι → ℝ) (b : ℝ) : ℂ :=
  ∑ j, (p j : ℂ) * Complex.exp (((b * x j : ℝ) : ℂ) * Complex.I)

/-- The mean position `∑ p_j x_j`. -/
def mean (p x : ι → ℝ) : ℝ := ∑ j, p j * x j

/-- The true spread: the weighted squared deviation from the mean position. -/
def variance (p x : ι → ℝ) : ℝ := ∑ j, p j * (x j - mean p x) ^ 2

/-- The periodic spread `(1 - |z|²) / b²`, for a nonzero wave number `b`. -/
def periodicSpread (p x : ι → ℝ) (b : ℝ) : ℝ := (1 - ‖overlap p x b‖ ^ 2) / b ^ 2

/-- The squared modulus of the overlap is the sum over ordered pairs of positions of the cosine of
their phase difference, weighted by `p_i p_j`. -/
theorem normSq_overlap (p x : ι → ℝ) (b : ℝ) :
    ‖overlap p x b‖ ^ 2 = ∑ i, ∑ j, p i * p j * Real.cos (b * (x i - x j)) := by
  have hre : (overlap p x b).re = ∑ j, p j * Real.cos (b * x j) := by
    unfold overlap
    rw [Complex.re_sum]
    refine sum_congr rfl fun j _ => ?_
    rw [Complex.re_ofReal_mul, Complex.exp_ofReal_mul_I_re]
  have him : (overlap p x b).im = ∑ j, p j * Real.sin (b * x j) := by
    unfold overlap
    rw [Complex.im_sum]
    refine sum_congr rfl fun j _ => ?_
    rw [Complex.im_ofReal_mul, Complex.exp_ofReal_mul_I_im]
  rw [Complex.sq_norm, Complex.normSq_apply, hre, him, sum_mul_sum, sum_mul_sum,
    ← sum_add_distrib]
  refine sum_congr rfl fun i _ => ?_
  rw [← sum_add_distrib]
  refine sum_congr rfl fun j _ => ?_
  rw [mul_sub, Real.cos_sub]
  ring

/-- For weights that sum to one, the variance is half the weighted sum of squared distances
over all ordered pairs. -/
theorem variance_eq_pairs (p x : ι → ℝ) (hsum : ∑ j, p j = 1) :
    variance p x = 1 / 2 * ∑ i, ∑ j, p i * p j * (x i - x j) ^ 2 := by
  have hM : ∑ j, p j * x j = mean p x := rfl
  -- both sides reduce to the second moment minus the squared mean
  have expand : ∀ c : ℝ, ∑ j, p j * (x j - c) ^ 2
      = ∑ j, p j * x j ^ 2 - 2 * c * mean p x + c ^ 2 := by
    intro c
    calc ∑ j, p j * (x j - c) ^ 2
        = ∑ j, (p j * x j ^ 2 - 2 * c * (p j * x j) + c ^ 2 * p j) :=
          sum_congr rfl fun j _ => by ring
      _ = _ := by
          rw [sum_add_distrib, sum_sub_distrib, ← mul_sum, ← mul_sum, hsum, hM, mul_one]
  have inner : ∀ i, ∑ j, p i * p j * (x i - x j) ^ 2
      = (∑ j, p j * x j ^ 2) * p i - 2 * mean p x * (p i * x i) + p i * x i ^ 2 := by
    intro i
    calc ∑ j, p i * p j * (x i - x j) ^ 2
        = p i * ∑ j, p j * (x j - x i) ^ 2 := by
          rw [mul_sum]
          exact sum_congr rfl fun j _ => by ring
      _ = _ := by rw [expand]; ring
  rw [sum_congr rfl fun i _ => inner i, sum_add_distrib, sum_sub_distrib, ← mul_sum,
    ← mul_sum, hsum, hM, variance, expand]
  ring

/-- For weights that sum to one and `b ≠ 0`, the error of the periodic spread is the sum over
ordered pairs, weighted by `p_i p_j`, of the remainder of the cosine beyond its quadratic term,
divided by `b²`. -/
theorem spread_error (p x : ι → ℝ) (hsum : ∑ j, p j = 1) {b : ℝ} (hb : b ≠ 0) :
    variance p x - periodicSpread p x b
      = (∑ i, ∑ j, p i * p j *
          (Real.cos (b * (x i - x j)) - 1 + (b * (x i - x j)) ^ 2 / 2)) / b ^ 2 := by
  have hb2 : b ^ 2 ≠ 0 := pow_ne_zero 2 hb
  have hs : periodicSpread p x b * b ^ 2 = 1 - ‖overlap p x b‖ ^ 2 :=
    div_mul_cancel₀ _ hb2
  have h1 : ∑ i, ∑ j, p i * p j = 1 := by
    rw [← sum_mul_sum, hsum, one_mul]
  have hv : variance p x * b ^ 2
      = ∑ i, ∑ j, p i * p j * ((b * (x i - x j)) ^ 2 / 2) := by
    rw [variance_eq_pairs p x hsum, mul_sum, sum_mul]
    refine sum_congr rfl fun i _ => ?_
    rw [mul_sum, sum_mul]
    exact sum_congr rfl fun j _ => by ring
  rw [eq_div_iff hb2, sub_mul, hs, hv, normSq_overlap]
  simp only [mul_add, mul_sub (_ * _) (Real.cos _) _, mul_one, sum_add_distrib,
    sum_sub_distrib, h1]
  ring

/-- The cosine lies strictly above its quadratic Taylor polynomial away from zero. -/
theorem quadratic_lt_cos {t : ℝ} (ht : t ≠ 0) : 1 - t ^ 2 / 2 < Real.cos t := by
  have h2 : Real.cos t = 2 * Real.cos (t / 2) ^ 2 - 1 := by
    rw [← Real.cos_two_mul]
    congr 1
    ring
  have h : 1 - (t / 2) ^ 2 / 2 ≤ Real.cos (t / 2) := Real.one_sub_sq_div_two_le_cos
  have ht4 : 0 < t ^ 4 := by positivity
  rcases le_total (t ^ 2) 8 with h8 | h8
  · have h0 : 0 ≤ 1 - (t / 2) ^ 2 / 2 := by nlinarith
    have h3 := pow_le_pow_left₀ h0 h 2
    rw [h2]
    nlinarith
  · linarith [Real.neg_one_le_cos t]

/-- The cosine never exceeds its quartic Taylor polynomial, at any real argument. -/
theorem cos_le_quartic (t : ℝ) : Real.cos t ≤ 1 - t ^ 2 / 2 + t ^ 4 / 24 := by
  -- the cubic lower bound on the sine, by monotonicity
  have hd : ∀ u : ℝ, HasDerivAt (fun u : ℝ => Real.sin u - u + u ^ 3 / 6)
      (Real.cos u - 1 + u ^ 2 / 2) u := fun u =>
    (((Real.hasDerivAt_sin u).fun_sub (hasDerivAt_id' u)).fun_add
      ((hasDerivAt_pow 3 u).div_const 6)).congr_deriv (by push_cast; ring)
  have hmono : Monotone (fun u : ℝ => Real.sin u - u + u ^ 3 / 6) :=
    monotone_of_deriv_nonneg (fun u => (hd u).differentiableAt) fun u => by
      rw [(hd u).deriv]
      have h : 1 - u ^ 2 / 2 ≤ Real.cos u := Real.one_sub_sq_div_two_le_cos
      linarith
  have key : ∀ s : ℝ, 0 ≤ s → s ^ 2 - s ^ 4 / 3 ≤ Real.sin s ^ 2 := by
    intro s hs
    have h : Real.sin 0 - 0 + 0 ^ 3 / 6 ≤ Real.sin s - s + s ^ 3 / 6 := hmono hs
    rw [Real.sin_zero] at h
    have hsin : s - s ^ 3 / 6 ≤ Real.sin s := by linarith
    rcases le_total (s ^ 2) 3 with h3 | h3
    · have h0 : 0 ≤ s - s ^ 3 / 6 := by nlinarith [mul_nonneg hs (sub_nonneg.2 h3)]
      have h4 := pow_le_pow_left₀ h0 hsin 2
      nlinarith [sq_nonneg (s ^ 3)]
    · nlinarith [mul_nonneg (sq_nonneg s) (sub_nonneg.2 h3), sq_nonneg (Real.sin s)]
  -- the half-angle formula turns it into the bound on the cosine
  have hcos : Real.cos t = 1 - 2 * Real.sin (|t| / 2) ^ 2 := by
    have h := Real.cos_two_mul (|t| / 2)
    have h' := Real.sin_sq_add_cos_sq (|t| / 2)
    rw [show 2 * (|t| / 2) = |t| by ring, Real.cos_abs] at h
    linarith
  have h2 : (|t| / 2) ^ 2 = t ^ 2 / 4 := by
    rw [div_pow, sq_abs]
    norm_num
  have h4 : (|t| / 2) ^ 4 = t ^ 4 / 16 := by
    calc (|t| / 2) ^ 4 = ((|t| / 2) ^ 2) ^ 2 := by ring
      _ = t ^ 4 / 16 := by rw [h2]; ring
  have hk := key (|t| / 2) (by positivity)
  rw [h2, h4] at hk
  linarith

/-- For probabilities `p` at positions `x` and `b > 0`, the periodic spread never exceeds the
variance, and falls short of it by at most `b²/24` times the mean fourth power of the pair
distance. -/
theorem periodicSpread_bounds (p x : ι → ℝ) (hp : ∀ j, 0 ≤ p j) (hsum : ∑ j, p j = 1)
    {b : ℝ} (hb : 0 < b) :
    periodicSpread p x b ≤ variance p x ∧
    variance p x - periodicSpread p x b
      ≤ b ^ 2 / 24 * ∑ i, ∑ j, p i * p j * (x i - x j) ^ 4 := by
  have herr := spread_error p x hsum hb.ne'
  constructor
  · rw [← sub_nonneg, herr]
    refine div_nonneg (sum_nonneg fun i _ => sum_nonneg fun j _ =>
      mul_nonneg (mul_nonneg (hp i) (hp j)) ?_) (sq_nonneg b)
    have h : 1 - (b * (x i - x j)) ^ 2 / 2 ≤ Real.cos (b * (x i - x j)) :=
      Real.one_sub_sq_div_two_le_cos
    linarith
  · rw [herr, div_le_iff₀ (by positivity), mul_sum, sum_mul]
    refine sum_le_sum fun i _ => ?_
    rw [mul_sum, sum_mul]
    refine sum_le_sum fun j _ => ?_
    have h : Real.cos (b * (x i - x j)) - 1 + (b * (x i - x j)) ^ 2 / 2
        ≤ (b * (x i - x j)) ^ 4 / 24 := by
      linarith [cos_le_quartic (b * (x i - x j))]
    exact (mul_le_mul_of_nonneg_left h (mul_nonneg (hp i) (hp j))).trans_eq (by ring)

/-- In a supercell of length `L > 0`, where `b = 2π/L`, the periodic spread of a probability
distribution never exceeds the variance, and falls short of it by at most `π²/(6L²)` times the mean
fourth power of the pair distance. -/
theorem supercell_bounds (p x : ι → ℝ) (hp : ∀ j, 0 ≤ p j) (hsum : ∑ j, p j = 1)
    {L : ℝ} (hL : 0 < L) :
    periodicSpread p x (2 * Real.pi / L) ≤ variance p x ∧
    variance p x - periodicSpread p x (2 * Real.pi / L)
      ≤ Real.pi ^ 2 / (6 * L ^ 2) * ∑ i, ∑ j, p i * p j * (x i - x j) ^ 4 := by
  have h := periodicSpread_bounds p x hp hsum (b := 2 * Real.pi / L) (by positivity)
  have hc : (2 * Real.pi / L) ^ 2 / 24 = Real.pi ^ 2 / (6 * L ^ 2) := by
    rw [div_pow, div_div, div_eq_div_iff (by positivity) (by positivity)]
    ring
  rw [hc] at h
  exact h

/-- For a probability distribution of positive variance and `b > 0`, the periodic spread is
strictly smaller than the variance. -/
theorem periodicSpread_lt_variance (p x : ι → ℝ) (hp : ∀ j, 0 ≤ p j)
    (hsum : ∑ j, p j = 1) (hv : 0 < variance p x) {b : ℝ} (hb : 0 < b) :
    periodicSpread p x b < variance p x := by
  -- positive variance provides two distinct positions of nonzero weight
  have hne : ∑ i, ∑ j, p i * p j * (x i - x j) ^ 2 ≠ 0 := by
    intro h
    rw [variance_eq_pairs p x hsum, h, mul_zero] at hv
    exact lt_irrefl _ hv
  obtain ⟨i, _, hi⟩ := exists_ne_zero_of_sum_ne_zero hne
  obtain ⟨j, _, hj⟩ := exists_ne_zero_of_sum_ne_zero hi
  have hpp : 0 < p i * p j :=
    lt_of_le_of_ne (mul_nonneg (hp i) (hp j)) (Ne.symm (left_ne_zero_of_mul hj))
  have hx : x i - x j ≠ 0 := fun h => hj (by rw [h]; ring)
  have hnn : ∀ k l, 0 ≤ p k * p l *
      (Real.cos (b * (x k - x l)) - 1 + (b * (x k - x l)) ^ 2 / 2) := by
    intro k l
    have h : 1 - (b * (x k - x l)) ^ 2 / 2 ≤ Real.cos (b * (x k - x l)) :=
      Real.one_sub_sq_div_two_le_cos
    exact mul_nonneg (mul_nonneg (hp k) (hp l)) (by linarith)
  rw [← sub_pos, spread_error p x hsum hb.ne']
  refine div_pos (sum_pos' (fun k _ => sum_nonneg fun l _ => hnn k l)
    ⟨i, mem_univ i, sum_pos' (fun l _ => hnn i l) ⟨j, mem_univ j, ?_⟩⟩) (by positivity)
  exact mul_pos hpp (by linarith [quadratic_lt_cos (mul_ne_zero hb.ne' hx)])

/-- Two equal weights at `a` and `-a`, with `a > 0`, in a cell of length `2a` have periodic
spread zero although their variance is positive. -/
theorem small_cell_blind {a : ℝ} (ha : 0 < a) :
    periodicSpread (fun _ : Fin 2 => 1 / 2) ![a, -a] (2 * Real.pi / (2 * a)) = 0 ∧
    0 < variance (fun _ : Fin 2 => 1 / 2) ![a, -a] := by
  constructor
  · have hb : 2 * Real.pi / (2 * a) * a = Real.pi := by field_simp
    unfold periodicSpread
    rw [normSq_overlap]
    generalize 2 * Real.pi / (2 * a) = b at hb ⊢
    simp only [Fin.sum_univ_two, Matrix.cons_val_zero, Matrix.cons_val_one,
      Matrix.cons_val_fin_one]
    -- the two positions differ by a full period
    rw [show b * (a - a) = 0 by ring, show b * (-a - -a) = 0 by ring,
      show b * (a - -a) = 2 * Real.pi by linear_combination 2 * hb,
      show b * (-a - a) = -(2 * Real.pi) by linear_combination -2 * hb,
      Real.cos_neg, Real.cos_two_pi, Real.cos_zero]
    norm_num
  · have h : variance (fun _ : Fin 2 => 1 / 2) ![a, -a] = a ^ 2 := by
      simp only [variance, mean, Fin.sum_univ_two, Matrix.cons_val_zero,
        Matrix.cons_val_one, Matrix.cons_val_fin_one]
      ring
    rw [h]
    positivity

end

end PeriodicSpread
```

```lean
#print axioms PeriodicSpread.periodicSpread_bounds
#print axioms PeriodicSpread.supercell_bounds
#print axioms PeriodicSpread.periodicSpread_lt_variance
#print axioms PeriodicSpread.small_cell_blind
```

```
'PeriodicSpread.periodicSpread_bounds' depends on axioms: [propext, Classical.choice, Quot.sound]
'PeriodicSpread.supercell_bounds' depends on axioms: [propext, Classical.choice, Quot.sound]
'PeriodicSpread.periodicSpread_lt_variance' depends on axioms: [propext, Classical.choice, Quot.sound]
'PeriodicSpread.small_cell_blind' depends on axioms: [propext, Classical.choice, Quot.sound]
```

## Reading the statements

The index type `ι` is any finite type, and `p` and `x` assign a real weight and a real position to each index. `overlap` is $z$ (the words "single-point" in its docstring refer to a single k-point, not to a single position), `mean` is $\mu$, `variance` is $\sigma^2$ and `periodicSpread` is $\Omega_b$. The phase has a plus sign; the opposite convention conjugates $z$ and leaves $\Omega_b$ unchanged.

In `periodicSpread_bounds`, `hp` and `hsum` say that the weights are probabilities, and `hb` says that the wave number is positive. The conclusion is the pair of inequalities above, at each finite $b$. `supercell_bounds` restates it for $b=2\pi/L$, and `periodicSpread_lt_variance` adds strictness when the variance is positive. `small_cell_blind` is the opening example in the cell of length $2a$: periodic spread zero, variance positive.

## How the lemmas divide the work

`normSq_overlap` computes the real and imaginary parts separately, multiplies out the sums and applies the cosine subtraction formula. `variance_eq_pairs` contains the shifted second moment as `expand`, used once with $c=\mu$ and once with $c=x_i$. `spread_error` combines the two into the identity for $\sigma^2-\Omega_b$; it needs normalised weights and $b\ne0$, but not their positivity.

`cos_le_quartic` follows the argument above: `hmono` is the monotonicity of $f$, `key` is the bound on $\sin^2 s$ with its split at $s^2=3$, and `hcos` is the half-angle formula. The lower bound on the cosine is Mathlib's `Real.one_sub_sq_div_two_le_cos`, and `quadratic_lt_cos` sharpens it to a strict inequality by the split at $\theta^2=8$.

In `periodicSpread_bounds`, `sum_nonneg` and `sum_le_sum` carry the two scalar inequalities through the double sum. The strict version extracts a contributing pair from the nonzero pair sum and uses `sum_pos'`. For the two-point cell, the proof reduces the phase differences to $0$ and $\pm2\pi$, where every cosine is one.

## What a code may conclude for a fixed density

With `p` and `x` held fixed, the upper bound tends to zero as $L\to\infty$, so the periodic spread approaches the variance from below with an error of at most a constant times $1/L^2$.

In an actual supercell series the orbital also changes with $L$. The theorem then compares the two spreads of each density separately; it does not control how the density itself converges. Nor does it treat continuous densities, sampling of several k-points or the minimisation that produces localised orbitals.

The variance depends on which periodic image of each grid point is used, while $z$ at $b=2\pi/L$ does not. The inequalities hold for every such choice, each with its own variance and fourth-power sum. For a localised orbital, the useful choice keeps the density in one piece instead of splitting it across the cell boundary.

The statements concern real numbers. In floating point, $1-|z|^2$ loses digits by cancellation when the cell is much longer than the density is wide, so a test of the inequality in a code needs a tolerance that allows for the division by $b^2$.
